# Impact shift over half-width is tan(π/(p−1)) for collision phases C/b^(p−1) with C > 0 and p > 3

An atom radiating in a gas is passed by perturbers, and each passage shifts the phase of its oscillation, which both broadens and displaces the spectral line. If the phase falls off as an inverse power of the impact parameter, faster than the inverse square, the ratio of the magnitude of the displacement to the half-width in the impact approximation depends on that power alone.

```lean
import Mathlib

open MeasureTheory Set Filter Topology
open scoped Real

namespace CollisionalBroadening

noncomputable section

/-- Phase shift `C / b^(p-1)` collected in a collision with impact parameter `b > 0`. -/
def phase (C p b : ℝ) : ℝ := C / b ^ (p - 1)

/-- Impact half-width for perturber density `n` and relative speed `v`. -/
def halfWidth (n v C p : ℝ) : ℝ :=
  2 * π * n * v * ∫ b in Ioi (0 : ℝ), b * (1 - Real.cos (phase C p b))

/-- For `C > 0` and `p > 3`, the magnitude of the impact line shift at perturber density `n` and
relative speed `v`. -/
def lineShift (n v C p : ℝ) : ℝ :=
  2 * π * n * v * ∫ b in Ioi (0 : ℝ), b * Real.sin (phase C p b)

/-- Coherence loss at impact parameter `b > 0` for a complex interaction strength `r`. -/
def loss (p : ℝ) (r : ℂ) (b : ℝ) : ℂ := (b : ℂ) * (1 - Complex.exp (-(r * phase 1 p b)))

/-- Coherence loss integrated over all impact parameters. -/
def amplitude (p : ℝ) (r : ℂ) : ℂ := ∫ b in Ioi (0 : ℝ), loss p r b

/-- For `p > 3` the envelope `b min(1, b^(1-p))` is integrable over impact parameters. -/
theorem envelope_integrable {p : ℝ} (hp : 3 < p) :
    IntegrableOn (fun b => b * min 1 (phase 1 p b)) (Ioi 0) := by
  have hm : Measurable (fun b : ℝ => b * min 1 (phase 1 p b)) :=
    measurable_id.mul (measurable_const.min (by unfold phase; fun_prop))
  have hx : ∀ b : ℝ, 0 < b → 0 < phase 1 p b := fun b hb =>
    div_pos one_pos (Real.rpow_pos_of_pos hb _)
  rw [← Ioc_union_Ioi_eq_Ioi (zero_le_one' ℝ)]
  refine IntegrableOn.union ?_ ?_
  · refine Integrable.mono' (continuous_const (y := (1 : ℝ))).integrableOn_Ioc
      hm.aestronglyMeasurable
      ((ae_restrict_iff' measurableSet_Ioc).2 (Eventually.of_forall fun b hb => ?_))
    have h0 := (lt_min one_pos (hx b hb.1)).le
    rw [Real.norm_of_nonneg (mul_nonneg hb.1.le h0)]
    exact mul_le_one₀ hb.2 h0 (min_le_left _ _)
  · refine Integrable.mono' (integrableOn_Ioi_rpow_of_lt (show 2 - p < -1 by linarith) one_pos)
      hm.aestronglyMeasurable
      ((ae_restrict_iff' measurableSet_Ioi).2 (Eventually.of_forall fun b hb => ?_))
    have hb0 : 0 < b := zero_lt_one.trans (show 1 < b from hb)
    rw [Real.norm_of_nonneg (mul_nonneg hb0.le (lt_min one_pos (hx b hb0)).le),
      show 2 - p = 1 - (p - 1) by ring, Real.rpow_sub hb0, Real.rpow_one, ← mul_one_div]
    exact mul_le_mul_of_nonneg_left (min_le_right _ _) hb0.le

/-- For `b > 0`, `Re r ≥ 0` and `|r| ≤ R` the modulus of the coherence loss is at most `2 + 2R`
times the envelope `b min(1, b^(1-p))`. -/
theorem loss_le {p R b : ℝ} {r : ℂ} (hr : 0 ≤ r.re) (hR : ‖r‖ ≤ R) (hb : 0 < b) :
    ‖loss p r b‖ ≤ (2 + 2 * R) * (b * min 1 (phase 1 p b)) := by
  have hx : 0 < phase 1 p b := div_pos one_pos (Real.rpow_pos_of_pos hb _)
  have hR0 := (norm_nonneg r).trans hR
  have hz : ‖r * (phase 1 p b : ℂ)‖ ≤ R * phase 1 p b := by
    rw [norm_mul, Complex.norm_real, Real.norm_of_nonneg hx.le]
    exact mul_le_mul_of_nonneg_right hR hx.le
  have b1 : ‖1 - Complex.exp (-(r * phase 1 p b))‖ ≤ 2 := by
    have h : ‖Complex.exp (-(r * phase 1 p b))‖ ≤ 1 := by
      rw [Complex.norm_exp, Complex.neg_re, Complex.re_mul_ofReal]
      exact Real.exp_le_one_iff.2 (neg_nonpos.2 (mul_nonneg hr hx.le))
    have h' := norm_sub_le (1 : ℂ) (Complex.exp (-(r * phase 1 p b)))
    rw [norm_one] at h'
    linarith
  have b2 : ‖1 - Complex.exp (-(r * phase 1 p b))‖ ≤ 2 * (R * phase 1 p b) := by
    rcases le_total ‖r * (phase 1 p b : ℂ)‖ 1 with h | h
    · have h3 := Complex.norm_exp_sub_one_le (x := -(r * phase 1 p b)) (by rwa [norm_neg])
      rw [norm_neg, norm_sub_rev] at h3
      linarith
    · linarith
  have h : ‖1 - Complex.exp (-(r * phase 1 p b))‖ ≤ (2 + 2 * R) * min 1 (phase 1 p b) := by
    rcases le_total 1 (phase 1 p b) with h | h
    · rw [min_eq_left h]; linarith
    · rw [min_eq_right h]; linarith
  rw [loss, norm_mul, Complex.norm_real, Real.norm_of_nonneg hb.le]
  exact (mul_le_mul_of_nonneg_left h hb.le).trans_eq (by ring)

/-- For `p > 3` and `Re r ≥ 0` the coherence loss is integrable over impact parameters. -/
theorem loss_integrable {p : ℝ} (hp : 3 < p) {r : ℂ} (hr : 0 ≤ r.re) :
    IntegrableOn (loss p r) (Ioi 0) := by
  have hm : Measurable (loss p r) := by unfold loss phase; fun_prop
  exact Integrable.mono' (Integrable.const_mul (envelope_integrable hp) (2 + 2 * ‖r‖))
    hm.aestronglyMeasurable ((ae_restrict_iff' measurableSet_Ioi).2
      (Eventually.of_forall fun b hb => loss_le hr le_rfl hb))

/-- For `p > 3` the integrated loss is complex differentiable where `Re r > 0`. -/
theorem amplitude_differentiableAt {p : ℝ} (hp : 3 < p) {r : ℂ} (hr : 0 < r.re) :
    DifferentiableAt ℂ (amplitude p) r := by
  have hs : {z : ℂ | r.re / 2 < z.re} ∈ 𝓝 r :=
    (isOpen_lt continuous_const Complex.continuous_re).mem_nhds
      (show r.re / 2 < r.re by linarith)
  refine (hasDerivAt_integral_of_dominated_loc_of_deriv_le (μ := volume.restrict (Ioi 0))
    (F := loss p)
    (F' := fun z b => (b : ℂ) * (phase 1 p b * Complex.exp (-(z * phase 1 p b))))
    (bound := fun b => (1 + 2 / r.re) * (b * min 1 (phase 1 p b)))
    hs ?_ (loss_integrable hp hr.le) ?_ ?_
    (Integrable.const_mul (envelope_integrable hp) _) ?_).2.differentiableAt
  · refine Eventually.of_forall fun z => Measurable.aestronglyMeasurable ?_
    unfold loss phase
    fun_prop
  · refine Measurable.aestronglyMeasurable ?_
    unfold phase
    fun_prop
  · refine (ae_restrict_iff' measurableSet_Ioi).2 (Eventually.of_forall fun b hb z hz => ?_)
    have hb : 0 < b := hb
    have hz : r.re / 2 < z.re := hz
    have hx : 0 < phase 1 p b := div_pos one_pos (Real.rpow_pos_of_pos hb _)
    rw [norm_mul, norm_mul, Complex.norm_real, Complex.norm_real, Real.norm_of_nonneg hb.le,
      Real.norm_of_nonneg hx.le, Complex.norm_exp, Complex.neg_re, Complex.re_mul_ofReal]
    generalize phase 1 p b = x at hx ⊢
    have hE := Real.exp_pos (-(z.re * x))
    have hE1 : Real.exp (-(z.re * x)) ≤ 1 :=
      Real.exp_le_one_iff.2 (neg_nonpos.2 (mul_nonneg (by linarith) hx.le))
    have hy : Real.exp (-(z.re * x)) * (z.re * x) ≤ 1 := by
      rw [Real.exp_neg, inv_mul_le_iff₀ (Real.exp_pos _)]
      linarith [Real.add_one_le_exp (z.re * x)]
    have hq : x * Real.exp (-(z.re * x)) ≤ 2 / r.re := by
      rw [le_div_iff₀ hr]
      nlinarith [mul_nonneg (mul_pos hx hE).le (show 0 ≤ 2 * z.re - r.re by linarith)]
    have h : x * Real.exp (-(z.re * x)) ≤ (1 + 2 / r.re) * min 1 x := by
      rcases le_total 1 x with h | h
      · rw [min_eq_left h]; linarith
      · rw [min_eq_right h]
        linarith [mul_le_mul_of_nonneg_left hE1 hx.le, mul_pos (div_pos two_pos hr) hx]
    exact (mul_le_mul_of_nonneg_left h hb.le).trans_eq (by ring)
  · refine Eventually.of_forall fun b z _ => ?_
    exact (((((hasDerivAt_id' z).mul_const (phase 1 p b : ℂ)).fun_neg.cexp).const_sub
      1).const_mul (b : ℂ)).congr_deriv (by ring)

/-- For `p > 3` and a real strength `c > 0` the integrated loss scales as `c^(2/(p-1))`. -/
theorem amplitude_scaling {p c : ℝ} (hp : 3 < p) (hc : 0 < c) :
    amplitude p c = ((c ^ (2 / (p - 1)) : ℝ) : ℂ) * amplitude p 1 := by
  have hp1 : p - 1 ≠ 0 := by intro h; linarith
  obtain ⟨a, ha, hac, ha2⟩ : ∃ a : ℝ, 0 < a ∧ a ^ (p - 1) = c ∧ a * a = c ^ (2 / (p - 1)) :=
    ⟨c ^ (1 / (p - 1)), Real.rpow_pos_of_pos hc _,
      by rw [← Real.rpow_mul hc.le, one_div_mul_cancel hp1, Real.rpow_one],
      by rw [← Real.rpow_add hc, ← add_div, one_add_one_eq_two]⟩
  -- measure impact parameters in units of a
  have e : ∀ b ∈ Ioi (0 : ℝ), loss p c (a * b) = (a : ℂ) * loss p 1 b := by
    intro b hb
    have hb : 0 < b := hb
    have alg : ∀ X : ℝ, 0 < X → c * (1 / (c * X)) = 1 / X := by
      intro X hX
      field_simp
    have h : (c : ℂ) * phase 1 p (a * b) = 1 * phase 1 p b := by
      rw [one_mul, ← Complex.ofReal_mul, phase, phase, Real.mul_rpow ha.le hb.le, hac,
        alg _ (Real.rpow_pos_of_pos hb _)]
    rw [loss, loss, h, Complex.ofReal_mul, mul_assoc]
  have h := integral_comp_mul_left_Ioi (loss p c) 0 ha
  rw [mul_zero, setIntegral_congr_fun measurableSet_Ioi e, integral_const_mul,
    Complex.real_smul, Complex.ofReal_inv,
    eq_inv_mul_iff_mul_eq₀ (Complex.ofReal_ne_zero.2 ha.ne')] at h
  rw [amplitude, amplitude, ← h, ← ha2, Complex.ofReal_mul, mul_assoc]

/-- For `p > 3` and `C > 0`, passing from strength `1` to the imaginary strength `iC` multiplies
the integrated loss by `C^(2/(p-1)) exp(iπ/(p-1))`. -/
theorem amplitude_imaginary {p C : ℝ} (hp : 3 < p) (hC : 0 < C) :
    amplitude p (C * Complex.I) = ((C ^ (2 / (p - 1)) : ℝ) : ℂ)
      * Complex.exp (((π / (p - 1) : ℝ) : ℂ) * Complex.I) * amplitude p 1 := by
  -- the scaling law continues analytically to the half-plane
  have half : EqOn (amplitude p) (fun r => r ^ ((2 / (p - 1) : ℝ) : ℂ) * amplitude p 1)
      {r : ℂ | 0 < r.re} := by
    have ho : IsOpen {r : ℂ | 0 < r.re} := isOpen_lt continuous_const Complex.continuous_re
    refine AnalyticOnNhd.eqOn_of_preconnected_of_frequently_eq (z₀ := 1)
      (DifferentiableOn.analyticOnNhd
        (fun r hr => (amplitude_differentiableAt hp hr).differentiableWithinAt) ho)
      (DifferentiableOn.analyticOnNhd (fun r hr => ((differentiableAt_id.cpow
        (differentiableAt_const _) (Complex.mem_slitPlane_iff.2 (Or.inl hr))).mul_const
        _).differentiableWithinAt) ho)
      (convex_halfSpace_re_gt 0).isPreconnected (by simp) ?_
    have ht : Tendsto (fun t : ℝ => (t : ℂ)) (𝓝[>] 1) (𝓝[≠] 1) := by
      refine tendsto_nhdsWithin_of_tendsto_nhds_of_eventually_within _
        ((Complex.continuous_ofReal.tendsto' 1 1 (by simp)).mono_left nhdsWithin_le_nhds) ?_
      filter_upwards [self_mem_nhdsWithin] with t ht
      simpa using (show (1 : ℝ) < t from ht).ne'
    refine ht.frequently (Eventually.frequently ?_)
    filter_upwards [self_mem_nhdsWithin] with t ht
    have h0 : 0 < t := zero_lt_one.trans (show 1 < t from ht)
    show amplitude p t = (t : ℂ) ^ ((2 / (p - 1) : ℝ) : ℂ) * amplitude p 1
    rw [amplitude_scaling hp h0, Complex.ofReal_cpow h0.le]
  have hr : Tendsto (fun ε : ℝ => (ε : ℂ) + C * Complex.I) (𝓝[>] 0) (𝓝 (C * Complex.I)) := by
    have h : Continuous (fun ε : ℝ => (ε : ℂ) + C * Complex.I) := by fun_prop
    exact (h.tendsto' 0 _ (by simp)).mono_left nhdsWithin_le_nhds
  -- the imaginary axis is reached by dominated convergence
  have hL : Tendsto (fun ε : ℝ => amplitude p ((ε : ℂ) + C * Complex.I)) (𝓝[>] 0)
      (𝓝 (amplitude p (C * Complex.I))) := by
    unfold amplitude
    refine tendsto_integral_filter_of_dominated_convergence
      (fun b => (2 + 2 * (1 + C)) * (b * min 1 (phase 1 p b))) ?_ ?_
      (Integrable.const_mul (envelope_integrable hp) _) ?_
    · refine Eventually.of_forall fun ε => Measurable.aestronglyMeasurable ?_
      unfold loss phase
      fun_prop
    · filter_upwards [Ioo_mem_nhdsGT (zero_lt_one' ℝ)] with ε hε
      refine (ae_restrict_iff' measurableSet_Ioi).2 (Eventually.of_forall fun b hb => ?_)
      refine loss_le (by simpa using hε.1.le) ((norm_add_le _ _).trans ?_) hb
      rw [norm_mul, Complex.norm_I, Complex.norm_real, Complex.norm_real,
        Real.norm_of_nonneg hε.1.le, Real.norm_of_nonneg hC.le]
      linarith [hε.2]
    · refine Eventually.of_forall fun b => ?_
      have h : Continuous (fun r : ℂ => loss p r b) := by unfold loss; fun_prop
      exact (h.tendsto _).comp hr
  have hsl : (C : ℂ) * Complex.I ∈ Complex.slitPlane :=
    Complex.mem_slitPlane_iff.2 (Or.inr (by simpa using hC.ne'))
  have hR : Tendsto (fun ε : ℝ => amplitude p ((ε : ℂ) + C * Complex.I)) (𝓝[>] 0)
      (𝓝 (((C : ℂ) * Complex.I) ^ ((2 / (p - 1) : ℝ) : ℂ) * amplitude p 1)) := by
    refine (((continuousAt_cpow_const hsl).tendsto.comp hr).mul_const _).congr' ?_
    filter_upwards [self_mem_nhdsWithin] with ε hε
    exact (half (show 0 < ((ε : ℂ) + C * Complex.I).re by simpa using hε)).symm
  rw [tendsto_nhds_unique hL hR]
  congr 1
  rw [Complex.cpow_def_of_ne_zero (Complex.slitPlane_ne_zero hsl),
    Complex.log_ofReal_mul hC Complex.I_ne_zero, Complex.log_I, Real.rpow_def_of_pos hC,
    Complex.ofReal_exp, ← Complex.exp_add]
  congr 1
  push_cast
  ring

/-- For `p > 3` the integrated loss at strength `1` is a positive real number. -/
theorem amplitude_one_pos {p : ℝ} (hp : 3 < p) : ∃ A : ℝ, 0 < A ∧ amplitude p 1 = A := by
  have he : ∀ b, loss p 1 b = ((b * (1 - Real.exp (-phase 1 p b)) : ℝ) : ℂ) := by
    intro b
    rw [loss, one_mul]
    push_cast
    rfl
  have hI := Complex.reCLM.integrable_comp (loss_integrable hp (r := 1) (by simp))
  simp only [he, Complex.reCLM_apply, Complex.ofReal_re] at hI
  have hpos : ∀ b ∈ Ioi (0 : ℝ), 0 < b * (1 - Real.exp (-phase 1 p b)) := fun b hb =>
    mul_pos hb (sub_pos.2 (Real.exp_lt_one_iff.2
      (neg_lt_zero.2 (div_pos one_pos (Real.rpow_pos_of_pos hb _)))))
  have hsub : Ioi (0 : ℝ) ⊆ Function.support
      (fun b : ℝ => b * (1 - Real.exp (-phase 1 p b))) := fun b hb => (hpos b hb).ne'
  refine ⟨∫ b in Ioi (0 : ℝ), b * (1 - Real.exp (-phase 1 p b)), ?_, ?_⟩
  · rw [setIntegral_pos_iff_support_of_nonneg_ae ((ae_restrict_iff' measurableSet_Ioi).2
      (Eventually.of_forall fun b hb => (hpos b hb).le)) hI,
      inter_eq_right.2 hsub, Real.volume_Ioi]
    simp
  · simp only [amplitude, he]
    exact integral_ofReal

/-- For `p > 3` and `C > 0` the width and shift integrals converge absolutely; half-width and
shift scale as `C^(2/(p-1))`, with a common positive factor `A` that depends only on `p`. -/
theorem width_and_shift {p : ℝ} (hp : 3 < p) : ∃ A : ℝ, 0 < A ∧ ∀ n v C : ℝ, 0 < C →
    IntegrableOn (fun b => b * (1 - Real.cos (phase C p b))) (Ioi 0) ∧
    IntegrableOn (fun b => b * Real.sin (phase C p b)) (Ioi 0) ∧
    halfWidth n v C p = n * v * A * C ^ (2 / (p - 1)) * Real.cos (π / (p - 1)) ∧
    lineShift n v C p = n * v * A * C ^ (2 / (p - 1)) * Real.sin (π / (p - 1)) := by
  obtain ⟨A, hA, hA1⟩ := amplitude_one_pos hp
  refine ⟨2 * π * A, by positivity, fun n v C hC => ?_⟩
  have hI := loss_integrable hp (r := C * Complex.I) (by simp)
  have hV : ∫ b in Ioi (0 : ℝ), loss p (C * Complex.I) b = ((C ^ (2 / (p - 1)) * A : ℝ) : ℂ)
      * Complex.exp (((π / (p - 1) : ℝ) : ℂ) * Complex.I) :=
    (amplitude_imaginary hp hC).trans (by rw [hA1, Complex.ofReal_mul]; ring)
  have he : ∀ b, loss p (C * Complex.I) b
      = (b : ℂ) * (1 - Complex.exp (((-phase C p b : ℝ) : ℂ) * Complex.I)) := by
    intro b
    have h : phase C p b = C * phase 1 p b := by rw [phase, phase, mul_one_div]
    rw [loss, h, Complex.ofReal_neg, Complex.ofReal_mul]
    congr 3
    ring
  have hre : ∀ b, Complex.reCLM (loss p (C * Complex.I) b)
      = b * (1 - Real.cos (phase C p b)) := by
    intro b
    rw [Complex.reCLM_apply, he, Complex.re_ofReal_mul, Complex.sub_re, Complex.one_re,
      Complex.exp_ofReal_mul_I_re, Real.cos_neg]
  have him : ∀ b, Complex.imCLM (loss p (C * Complex.I) b) = b * Real.sin (phase C p b) := by
    intro b
    rw [Complex.imCLM_apply, he, Complex.im_ofReal_mul, Complex.sub_im, Complex.one_im,
      Complex.exp_ofReal_mul_I_im, Real.sin_neg, zero_sub, neg_neg]
  have i1 := Complex.reCLM.integrable_comp hI
  have i2 := Complex.imCLM.integrable_comp hI
  have v1 := Complex.reCLM.integral_comp_comm hI
  have v2 := Complex.imCLM.integral_comp_comm hI
  simp only [hre] at i1 v1
  simp only [him] at i2 v2
  rw [hV, Complex.reCLM_apply, Complex.re_ofReal_mul, Complex.exp_ofReal_mul_I_re] at v1
  rw [hV, Complex.imCLM_apply, Complex.im_ofReal_mul, Complex.exp_ofReal_mul_I_im] at v2
  exact ⟨i1, i2, by rw [halfWidth, v1]; ring, by rw [lineShift, v2]; ring⟩

/-- For `p > 3` and positive `C`, density and speed, the half-width is positive and the ratio
of shift to half-width is `tan(π/(p-1))`. -/
theorem shift_div_halfWidth {n v C p : ℝ} (hn : 0 < n) (hv : 0 < v) (hC : 0 < C) (hp : 3 < p) :
    0 < halfWidth n v C p ∧
      lineShift n v C p / halfWidth n v C p = Real.tan (π / (p - 1)) := by
  obtain ⟨A, hA, h⟩ := width_and_shift hp
  obtain ⟨-, -, hw, hs⟩ := h n v C hC
  have hc : 0 < Real.cos (π / (p - 1)) := by
    have h1 : 0 < π / (p - 1) := div_pos Real.pi_pos (by linarith)
    refine Real.cos_pos_of_mem_Ioo ⟨by linarith [Real.pi_pos], ?_⟩
    exact div_lt_div_of_pos_left Real.pi_pos two_pos (by linarith)
  have hK : 0 < n * v * A * C ^ (2 / (p - 1)) := by positivity
  rw [hw, hs, Real.tan_eq_sin_div_cos]
  exact ⟨mul_pos hK hc, mul_div_mul_left _ _ hK.ne'⟩

/-- For the van der Waals exponent `p = 6` and positive `C`, density and speed, the ratio of
shift to half-width is `tan(π/5)`. -/
theorem van_der_waals_ratio {n v C : ℝ} (hn : 0 < n) (hv : 0 < v) (hC : 0 < C) :
    lineShift n v C 6 / halfWidth n v C 6 = Real.tan (π / 5) := by
  rw [(shift_div_halfWidth hn hv hC (by norm_num)).2]
  norm_num

end

end CollisionalBroadening
```

```lean
#print axioms CollisionalBroadening.shift_div_halfWidth
-- 'CollisionalBroadening.shift_div_halfWidth' depends on axioms: [propext, Classical.choice, Quot.sound]
#print axioms CollisionalBroadening.van_der_waals_ratio
-- 'CollisionalBroadening.van_der_waals_ratio' depends on axioms: [propext, Classical.choice, Quot.sound]
```

A perturber on a straight path with impact parameter $b$ produces the phase $\eta(b)=C/b^{p-1}$, which is `phase C p b`. This is the law for a transition frequency perturbed as $1/R^p$ at distance $R$. Here `C` is the coefficient of the phase, not of the potential; for a given potential it varies as $1/v$, with $v$ the relative speed. For perturber density $n$, `halfWidth` and `lineShift` are

$$w=2\pi nv\int_0^\infty b(1-\cos\eta)\,db,\qquad d=2\pi nv\int_0^\infty b\sin\eta\,db,$$

in angular frequency, with $w$ the half-width at half maximum. The direction of the shift is left open.

For $p>3$ and $C>0$, `width_and_shift` states that both integrals converge absolutely (`IntegrableOn` over `Ioi 0`, that is, $b>0$) and that $w$ and $d$ equal $nvA\,C^{2/(p-1)}$ times the cosine and sine of $\pi/(p-1)$. The factor $A>0$ is chosen before $n$, $v$ and $C$, so it depends only on $p$. For positive $n$ and $v$, `shift_div_halfWidth` gives $w>0$ and $d/w=\tan(\pi/(p-1))$. The van der Waals case $p=6$ gives $\tan(\pi/5)\approx0.73$.

The step from this model to a real line is the identification of $w$ and $d$ with its measured half-width and the magnitude of its measured shift, which presupposes brief, independent collisions with this phase law, and that other contributions to the width and shift, such as Doppler broadening, are negligible or have been removed. The model has a single relative speed; averaging $w$ and $d$ over a spread of speeds leaves their ratio unchanged, because for a given potential both vary as $v^{(p-3)/(p-1)}$. Within that single-power, straight-path model, the ratio links a line profile to the distance dependence of the difference between upper- and lower-state interactions.

To evaluate both integrals together, put $x=b^{1-p}$ and, for complex $r$ with $\operatorname{Re} r\ge0$,

$$F(r)=\int_0^\infty b\,(1-e^{-rx})\,db.$$

The integrand is `loss` and $F$ is `amplitude`, which is not a scattering amplitude. Since $1-e^{-i\eta}=(1-\cos\eta)+i\sin\eta$, the real and imaginary parts of $F(iC)$ are the width and shift integrals.

**Convergence.** We have $|1-e^{-rx}|\le2$, and also $|1-e^{-rx}|\le2|r|x$: for $|rx|\le1$ by the exponential series, otherwise by the first bound. Hence the integrand is at most $(2+2|r|)\,b\min(1,x)$ (`loss_le`). This envelope is at most $1$ for $b\le1$ and $b^{2-p}$ for $b>1$, so it is integrable when $p>3$ (`envelope_integrable`).

**Scaling.** For real $c>0$, substitute $b=ab'$ with $a=c^{1/(p-1)}$. Then $c\,b^{1-p}=b'^{\,1-p}$ and $b\,db=a^2b'\,db'$, so

$$F(c)=c^{2/(p-1)}F(1).$$

This is `amplitude_scaling`. The integrand of $F(1)$ is positive, hence $F(1)>0$ (`amplitude_one_pos`).

**Continuation to an imaginary strength.** For $\operatorname{Re} r>0$ the $r$-derivative of the integrand is $bxe^{-rx}$. Because $xe^{-x\operatorname{Re} r}\le\min(x,1/\operatorname{Re} r)$, a multiple of the envelope dominates it near each such $r$, and $F$ is holomorphic there (`amplitude_differentiableAt`). So is $r^{2/(p-1)}F(1)$ on the principal branch. The two agree on the positive reals, hence on the whole half-plane by the identity theorem; Lean uses real points approaching $1$.

Now let $r=\varepsilon+iC$ with $\varepsilon\to0^+$. The envelope bound is uniform for $\varepsilon<1$, so dominated convergence gives the limit of $F$, while the power is continuous at $iC$. Uniqueness of limits and $i=e^{i\pi/2}$ yield `amplitude_imaginary`:

$$F(iC)=C^{2/(p-1)}e^{i\pi/(p-1)}F(1).$$

**The ratio.** `width_and_shift` takes real and imaginary parts through the integral, with $A=2\pi F(1)$. For $p>3$ the angle $\pi/(p-1)$ lies between $0$ and $\pi/2$, so its cosine and the half-width are positive. The common factor cancels in $d/w$, leaving the tangent.
